# Local moments of a finite matrix satisfy a renewal equation, whatever the signs of its entries

## First returns with negative weight

Let $H$ be the Hamiltonian matrix of a finite tight-binding model with orthonormal orbitals, $i$ one of its sites, and $K$ the matrix that remains when row and column $i$ are deleted. I write $\mu_n=(H^n)_{ii}$ for the local moments, so $\mu_0=1$, and define

$$f_1=H_{ii},\qquad f_k=\sum_{j,l\neq i}H_{ij}\,(K^{k-2})_{jl}\,H_{li}\quad(k\ge 2).$$

For a classical random walk, $f_k$ would be the probability that the first return to $i$ happens at step $k$, and one would have

$$\mu_n=\sum_{k=1}^{n}f_k\,\mu_{n-k}\qquad(n\ge 1).$$

But my $f_k$ are not probabilities. On a triangle with zero on-site energies and all hoppings equal to $-t$, with $t>0$, I find $f_3=-2t^3$. Does the equation survive? And if I know only the moments up to order $N$, can I recover the $f_k$ up to order $N$ without dividing by something that might vanish?

## The sum over walks needs no probabilities

Yes to both. The equation is an identity between sums of products of matrix elements, so positivity, normalisation and Hermiticity play no part in it. On your triangle, $f_1=0$, $f_2=2t^2$, $f_3=-2t^3$ and $f_4=2t^4$. The equation gives $\mu_2=2t^2$, $\mu_3=-2t^3$ and $\mu_4=f_2\mu_2+f_3\mu_1+f_4=6t^4$, which agrees with the eigenvalues $-2t,t,t$: the three sites are equivalent, so $\mu_4$ must be the average of the fourth powers, $18t^4/3$.

### Splitting at the first arrival

Write $v_j=H_{ji}$ for $j\neq i$. The first step is a formula for the amplitude between another site $j$ and $i$:

$$(H^n)_{ji}=\sum_{m=0}^{n-1}(K^m v)_j\,\mu_{n-(m+1)}\qquad(j\neq i).$$

Read from left to right, a walk from $j$ reaches $i$ for the first time after $m+1$ steps and then makes a closed walk of the remaining length. The formula follows by induction on $n$. For $n=0$ both sides are zero. For the next power, separate the intermediate site $i$ from the others and insert the formula for $n$:

$$\begin{aligned}
(H^{n+1})_{ji}&=H_{ji}\,\mu_n+\sum_{l\neq i}H_{jl}(H^n)_{li}\\
&=v_j\,\mu_n+\sum_{m=0}^{n-1}(K^{m+1}v)_j\,\mu_{n-(m+1)}.
\end{aligned}$$

The first term is the $m=0$ term of the formula for $n+1$, and the sum supplies the terms from $1$ to $n$.

Now apply the same separation to the diagonal element:

$$\begin{aligned}
\mu_{n+1}&=H_{ii}\,\mu_n+\sum_{l\neq i}H_{il}(H^n)_{li}\\
&=f_1\,\mu_n+\sum_{m=0}^{n-1}\Big(\sum_{l\neq i}H_{il}(K^m v)_l\Big)\mu_{n-(m+1)}\\
&=f_1\,\mu_n+\sum_{m=0}^{n-1}f_{m+2}\,\mu_{n-(m+1)}
=\sum_{k=0}^{n}f_{k+1}\,\mu_{n-k}.
\end{aligned}$$

Replacing $n+1$ by $n$ and $k+1$ by $k$ gives your equation.

The smallest system has one site, with $H_{ii}=h$. There are no other sites to visit, so $f_1=h$ and $f_k=0$ for $k\ge2$. The equation reduces to $\mu_n=h\,\mu_{n-1}$, hence $\mu_n=h^n$.

### Recovering the first returns, and the Dyson form

The last term of the sum for $\mu_{m+1}$ is $f_{m+1}\mu_0=f_{m+1}$. Therefore

$$f_{m+1}=\mu_{m+1}-\sum_{k=0}^{m-1}f_{k+1}\,\mu_{m-k},$$

and the $f_k$ follow one after another without any division. Conversely, the renewal equation builds the moments from the $f_k$. Two sites, even in systems of different size, thus agree in all moments up to order $N$ exactly when they agree in all $f_k$ up to order $N$.

Set $f_0=0$ and collect both sequences in formal power series, $G(z)=\sum_{n\ge0}\mu_nz^n$ and $F(z)=\sum_{k\ge0}f_kz^k$. The constant coefficient of $(1-F)G$ is $\mu_0=1$. For $n\ge1$ the coefficient of $z^n$ is $\mu_n-\sum_{k=1}^n f_k\mu_{n-k}=0$. Hence

$$(1-F(z))\,G(z)=1.$$

Here $G$ is a series in $z$, whereas textbooks usually reserve the letter for the Green's function at energy $E$. For Hermitian $H$ and $|E|$ larger than the norm of $H$, the two are related by $[(E-H)^{-1}]_{ii}=z\,G(z)$ with $z=1/E$, and the identity becomes

$$[(E-H)^{-1}]_{ii}=\frac{1}{E-H_{ii}-\Delta(E)},\qquad \Delta(E)=\sum_{j,l\neq i}H_{ij}\,[(E-K)^{-1}]_{jl}\,H_{li}.$$

This passage from formal series to functions of energy needs a convergence argument that the theorems below do not supply.

If the other sites are uncoupled levels, $K$ is diagonal with entries $\varepsilon_j$, and $K^k$ has entries $\varepsilon_j^k$. The double sum collapses to

$$f_{k+2}=\sum_{j\neq i}H_{ij}\,\varepsilon_j^{\,k}\,H_{ji}.$$

This is the star geometry of a finite, non-interacting impurity model. For Hermitian $H$ the right-hand side is $\sum_j|H_{ij}|^2\varepsilon_j^k$, the $k$-th moment of the hybridisation with the bath. In such a model, a smaller bath reproduces the local moments up to order $N\ge2$ exactly when it has the same $H_{ii}$ and the same hybridisation moments from order $0$ to $N-2$.

### Sites as indices, deletion as a submatrix

In the Lean code, `ι` is the finite set of sites, `R` is a commutative ring and `H : Matrix ι ι R` is the Hamiltonian. Real and complex matrices are special cases, and no symmetry of `H` is assumed. A site carries one scalar basis state. If an atom has several orbitals, `i` is one of them; a version that deletes the whole atom would have matrix blocks as entries, which in general do not commute.

The type `{j // j ≠ i}` contains the sites other than `i`, and `cavity H i` is the submatrix $K$ on them. The name refers to the hole left by the deleted site, and has nothing to do with an optical cavity. The definition `firstReturn H i k` is $f_k$, given by separate formulas for $k=0$, $k=1$ and $k+2$. Walks are an interpretation of these formulas, obtained by expanding the matrix products; they are not separate objects in the code. The index of $f_k$ counts steps, so it is two higher than the order of the corresponding hybridisation moment.

The theorems say the following.

- `moment_eq_sum_firstReturn` is the renewal equation, with `Finset.Icc 1 n` for the range $1\le k\le n$. The hypothesis `1 ≤ n` excludes $n=0$, where the left side is $1$ and the right side is an empty sum. `moment_succ` is the version with shifted index.
- `one_sub_firstReturn_mul_moments` is $(1-F)G=1$ as an identity of formal power series, where `PowerSeries.mk` turns a sequence of coefficients into a series.
- `moments_eq_iff_firstReturn_eq` compares site `i` of `H` with site `i'` of `H'`. The two matrices have entries in the same ring, but their index sets `ι` and `κ` may differ.
- `firstReturn_star` is the formula for uncoupled levels. Its hypothesis `hK` states that $K$ is diagonal, which means physically that the bath levels have no hopping among themselves.

```lean
import Mathlib

open Matrix

namespace FirstReturnMoments

variable {R ι κ : Type*} [CommRing R] [Fintype ι] [DecidableEq ι] [Fintype κ] [DecidableEq κ]

/-- The Hamiltonian `K` of the system with site `i` deleted. -/
def cavity (H : Matrix ι ι R) (i : ι) : Matrix {j // j ≠ i} {j // j ≠ i} R :=
  H.submatrix Subtype.val Subtype.val

/-- The first-return moment `f_k`: the total weight of closed walks of `k` steps that start at
site `i` and come back to it only at the last step. There is none with zero steps. -/
def firstReturn (H : Matrix ι ι R) (i : ι) : ℕ → R
  | 0 => 0
  | 1 => H i i
  | k + 2 => ∑ j : {j // j ≠ i}, ∑ l : {l // l ≠ i}, H i j * (cavity H i ^ k) j l * H l i

/-- A sum over all sites is the term of site `i` plus the sum over the other sites. -/
theorem sum_split (i : ι) (f : ι → R) :
    ∑ l, f l = f i + ∑ l : {l // l ≠ i}, f l := by
  rw [← Finset.add_sum_erase Finset.univ f (Finset.mem_univ i)]
  congr 1
  exact Finset.sum_subtype _ (by simp) f

/-- From two steps on, a first return is a hop between `i` and the rest of the system,
propagation with site `i` deleted, and a hop back. -/
theorem firstReturn_add_two (H : Matrix ι ι R) (i : ι) (k : ℕ) :
    firstReturn H i (k + 2) =
      ∑ j : {j // j ≠ i}, H i j * ((cavity H i ^ k) *ᵥ fun l => H l i) j := by
  simp only [firstReturn, Matrix.mulVec, dotProduct, Finset.mul_sum, mul_assoc]

/-- The amplitude `(H^n)_ji` between site `i` and another site `j` splits into closed walks
at `i`, one hop away from `i`, and `m` steps in the system without `i`. -/
theorem pow_apply_site (H : Matrix ι ι R) (i : ι) (n : ℕ) (j : {j // j ≠ i}) :
    (H ^ n) j i = ∑ m ∈ Finset.range n,
      ((cavity H i ^ m) *ᵥ fun l => H l i) j * (H ^ (n - (m + 1))) i i := by
  induction n generalizing j with
  | zero => rw [pow_zero, Matrix.one_apply_ne j.2, Finset.sum_range_zero]
  | succ n ih =>
    -- a step between sites other than `i` adds one power of the cavity Hamiltonian
    have hstep : ∑ l : {l // l ≠ i}, H j l * (H ^ n) l i = ∑ m ∈ Finset.range n,
        ((cavity H i ^ (m + 1)) *ᵥ fun l => H l i) j * (H ^ (n - (m + 1))) i i := by
      simp_rw [ih, Finset.mul_sum]
      rw [Finset.sum_comm]
      refine Finset.sum_congr rfl fun m _ => ?_
      rw [pow_succ' (cavity H i) m, ← Matrix.mulVec_mulVec]
      change _ = (∑ l : {l // l ≠ i},
        H j l * ((cavity H i ^ m) *ᵥ fun l => H l i) l) * _
      rw [Finset.sum_mul]
      exact Finset.sum_congr rfl fun l _ => by ring
    rw [pow_succ' H n, Matrix.mul_apply, sum_split i, hstep, Finset.sum_range_succ',
      add_comm (H j i * _)]
    refine congrArg₂ (· + ·) ?_ ?_
    · exact Finset.sum_congr rfl fun m _ => by rw [Nat.add_sub_add_right]
    · simp

/-- The renewal equation with shifted index: the moment of order `n + 1` at site `i` is a sum
over first returns after `k + 1` steps, each followed by a closed walk of `n - k` steps. -/
theorem moment_succ (H : Matrix ι ι R) (i : ι) (n : ℕ) :
    (H ^ (n + 1)) i i =
      ∑ k ∈ Finset.range (n + 1), firstReturn H i (k + 1) * (H ^ (n - k)) i i := by
  rw [pow_succ' H n, Matrix.mul_apply, sum_split i, Finset.sum_range_succ',
    add_comm (H i i * _)]
  refine congrArg₂ (· + ·) ?_ ?_
  · -- the walk leaves `i` in its first step
    simp_rw [pow_apply_site H i n, Finset.mul_sum]
    rw [Finset.sum_comm]
    refine Finset.sum_congr rfl fun k _ => ?_
    change _ = firstReturn H i (k + 2) * _
    rw [firstReturn_add_two, Finset.sum_mul]
    exact Finset.sum_congr rfl fun l _ => by ring
  · -- the walk stays on `i` in its first step
    simp [firstReturn]

/-- **Renewal equation for local moments.** For `n ≥ 1` the local moment `(H^n)_ii` is the sum
over `k = 1, …, n` of the first-return moment `f_k` times the local moment of order `n - k`. -/
theorem moment_eq_sum_firstReturn (H : Matrix ι ι R) (i : ι) {n : ℕ} (hn : 1 ≤ n) :
    (H ^ n) i i = ∑ k ∈ Finset.Icc 1 n, firstReturn H i k * (H ^ (n - k)) i i := by
  obtain ⟨m, rfl⟩ := Nat.exists_eq_add_of_le' hn
  have h : Finset.Icc 1 (m + 1) = Finset.Ico 1 (m + 2) := by
    ext k
    simp only [Finset.mem_Icc, Finset.mem_Ico]
    omega
  rw [moment_succ H i m, h, Finset.sum_Ico_eq_sum_range]
  exact Finset.sum_congr rfl fun k _ => by rw [add_comm 1 k, Nat.add_sub_add_right]

/-- Dyson form: as formal power series, the generating function `G` of the local moments and
the generating function `F` of the first-return moments satisfy `(1 - F) G = 1`. -/
theorem one_sub_firstReturn_mul_moments (H : Matrix ι ι R) (i : ι) :
    (1 - PowerSeries.mk (firstReturn H i)) * PowerSeries.mk (fun n => (H ^ n) i i) = 1 := by
  have h : PowerSeries.mk (fun n => (H ^ n) i i) =
      1 + PowerSeries.mk (firstReturn H i) * PowerSeries.mk (fun n => (H ^ n) i i) := by
    ext n
    rw [map_add, PowerSeries.coeff_mul]
    simp only [PowerSeries.coeff_mk, PowerSeries.coeff_one]
    rw [Finset.Nat.sum_antidiagonal_eq_sum_range_succ
      (fun a b => firstReturn H i a * (H ^ b) i i)]
    cases n with
    | zero => simp [firstReturn]
    | succ n =>
      rw [moment_succ H i n, Finset.sum_range_succ' _ (n + 1)]
      simp [firstReturn]
  linear_combination h

/-- Two sites, possibly in systems of different size, have the same local moments up to order
`N` exactly when they have the same first-return moments up to order `N`. -/
theorem moments_eq_iff_firstReturn_eq (H : Matrix ι ι R) (i : ι) (H' : Matrix κ κ R) (i' : κ)
    (N : ℕ) :
    (∀ n ≤ N, (H ^ n) i i = (H' ^ n) i' i') ↔
      ∀ k ≤ N, firstReturn H i k = firstReturn H' i' k := by
  constructor
  · intro h k
    induction k using Nat.strong_induction_on with
    | _ k ih =>
      intro hk
      cases k with
      | zero => simp [firstReturn]
      | succ m =>
        -- the newest first-return moment enters the renewal equation with coefficient one
        have e := h (m + 1) hk
        rw [moment_succ H i m, moment_succ H' i' m, Finset.sum_range_succ,
          Finset.sum_range_succ] at e
        have s : ∑ k ∈ Finset.range m, firstReturn H i (k + 1) * (H ^ (m - k)) i i =
            ∑ k ∈ Finset.range m, firstReturn H' i' (k + 1) * (H' ^ (m - k)) i' i' :=
          Finset.sum_congr rfl fun k hk' => by
            have := Finset.mem_range.mp hk'
            rw [ih (k + 1) (by omega) (by omega), h (m - k) (by omega)]
        rw [s] at e
        simpa using e
  · intro h n
    induction n using Nat.strong_induction_on with
    | _ n ih =>
      intro hn
      cases n with
      | zero => simp
      | succ m =>
        rw [moment_succ H i m, moment_succ H' i' m]
        refine Finset.sum_congr rfl fun k hk' => ?_
        have := Finset.mem_range.mp hk'
        rw [h (k + 1) (by omega), ih (m - k) (by omega) (by omega)]

/-- Star geometry of impurity models: if the sites other than `i` are uncoupled levels `ε_j`,
then `f_(k+2)` is the sum over these levels of `H_ij ε_j^k H_ji`. -/
theorem firstReturn_star (H : Matrix ι ι R) (i : ι) (ε : {j // j ≠ i} → R)
    (hK : cavity H i = Matrix.diagonal ε) (k : ℕ) :
    firstReturn H i (k + 2) = ∑ j : {j // j ≠ i}, H i j * ε j ^ k * H j i := by
  rw [firstReturn_add_two, hK, Matrix.diagonal_pow]
  refine Finset.sum_congr rfl fun j _ => ?_
  rw [Matrix.mulVec_diagonal, Pi.pow_apply, mul_assoc]

end FirstReturnMoments
```

```lean
#print axioms FirstReturnMoments.moment_eq_sum_firstReturn
#print axioms FirstReturnMoments.one_sub_firstReturn_mul_moments
#print axioms FirstReturnMoments.moments_eq_iff_firstReturn_eq
#print axioms FirstReturnMoments.firstReturn_star
```

```
'FirstReturnMoments.moment_eq_sum_firstReturn' depends on axioms: [propext, Classical.choice, Quot.sound]
'FirstReturnMoments.one_sub_firstReturn_mul_moments' depends on axioms: [propext, Classical.choice, Quot.sound]
'FirstReturnMoments.moments_eq_iff_firstReturn_eq' depends on axioms: [propext, Classical.choice, Quot.sound]
'FirstReturnMoments.firstReturn_star' depends on axioms: [propext, Classical.choice, Quot.sound]
```

### Three inductions and a change of index

`sum_split` separates site $i$ from a sum over all sites. `firstReturn_add_two` rewrites the double sum for $f_{k+2}$ as $\sum_{j\neq i}H_{ij}(K^kv)_j$, where `*ᵥ` denotes a matrix acting on a vector. This is the form in which first returns appear in the derivation.

`pow_apply_site` is the formula for $(H^n)_{ji}$. Its induction keeps `j` general, because the step for one site uses the formula for all the others. The intermediate claim `hstep` inserts the induction hypothesis, exchanges the two sums with `Finset.sum_comm`, and writes $K^{m+1}v$ as $K(K^mv)$ with `Matrix.mulVec_mulVec`. `Finset.sum_range_succ'` then takes the $m=0$ term out of the target sum, and this term matches the direct hop from $j$ to $i$.

`moment_succ` repeats the separation for the diagonal element. One branch contains the walks that leave $i$ in their first step: `pow_apply_site` is inserted, the sums are exchanged, and `firstReturn_add_two` identifies the coefficient as $f_{k+2}$. The other branch is the term $H_{ii}\mu_n$. `moment_eq_sum_firstReturn` then writes $n$ as $m+1$ and shifts the summation index.

For the Dyson form, the proof first shows $G=1+FG$ by comparing coefficients. The product coefficient is a sum over pairs of orders that add up to $n$. Order zero is immediate, and the higher orders are `moment_succ` together with $f_0=0$. `linear_combination` rearranges the result into $(1-F)G=1$.

The comparison of two sites uses strong induction in each direction. From moments to first returns, `Finset.sum_range_succ` isolates the newest term $f_{m+1}\mu_0$. The remaining sums agree by the induction hypothesis and the assumed equality of moments, so they cancel. In the other direction, every factor on the right of `moment_succ` is already known to agree.

For the star geometry, `Matrix.diagonal_pow` raises the levels to the power $k$, and `Matrix.mulVec_diagonal` applies the diagonal matrix to $v$, which leaves the single sum over levels.
